# Conjugating a qubit operator by σ_y swaps its diagonal entries, and swaps and negates its off-diagonal ones

For any operator `A` on a single qubit, the lemma gives the matrix σ_y `A` σ_y explicitly. Its diagonal entries are those of `A` exchanged, and its off-diagonal entries are those of `A` exchanged and negated. `A` is an arbitrary complex 2 × 2 matrix, and need be neither Hermitian nor of unit trace. The proof compares the two sides entry by entry, uses `simp` to reduce each comparison to an equation between complex numbers, and closes it with `linear_combination` and the identity `Complex.I * Complex.I = -1`.

Lean 4 with Mathlib refuses this proof:

```lean
import Mathlib

open Matrix
open scoped ComplexOrder

namespace SigmaYConjugation

noncomputable section

/-- Operators on one qubit, as complex 2 by 2 matrices. -/
abbrev QubitOp := Matrix (Fin 2) (Fin 2) ℂ

/-- The Pauli matrix `σ_y`. -/
def sigmaY : QubitOp := !![0, -Complex.I; Complex.I, 0]

/-- Conjugation by `σ_y` exchanges the diagonal entries, and exchanges the
off-diagonal entries with a change of sign. -/
theorem sigmaY_conjugation (A : QubitOp) :
    sigmaY * A * sigmaY = !![A 1 1, -A 1 0; -A 0 1, A 0 0] := by
  ext i j
  fin_cases i <;> fin_cases j <;>
    simp [sigmaY, Matrix.mul_apply, Fin.sum_univ_two]
  -- each entry carries a factor `I * I = -1`
  · linear_combination (-A 1 1) * Complex.I_mul_I
  · linear_combination (A 1 0) * Complex.I_mul_I
  · linear_combination (A 0 1) * Complex.I_mul_I
  · linear_combination (-A 0 0) * Complex.I_mul_I

end

end SigmaYConjugation
```

Compiling this gives:

```
Main.lean:24:4: error: ring failed, ring expressions not equal
A : QubitOp
⊢ (![0, -Complex.I] ᵥ* A) 1 * Complex.I + Complex.I ^ 2 * A 1 1 = 0
Main.lean:25:4: error: ring failed, ring expressions not equal
A : QubitOp
⊢ (![0, -Complex.I] ᵥ* A) 0 * Complex.I - Complex.I ^ 2 * A 1 0 - A 1 0 * 2 = 0
Main.lean:26:4: error: ring failed, ring expressions not equal
A : QubitOp
⊢ (![Complex.I, 0] ᵥ* A) 1 * Complex.I - Complex.I ^ 2 * A 0 1 = 0
Main.lean:27:4: error: ring failed, ring expressions not equal
A : QubitOp
⊢ -((![Complex.I, 0] ᵥ* A) 0 * Complex.I) + Complex.I ^ 2 * A 0 0 = 0
```

After these edits no error is left:

```diff
@@ -19,6 +19,7 @@
     sigmaY * A * sigmaY = !![A 1 1, -A 1 0; -A 0 1, A 0 0] := by
   ext i j
+  simp only [Matrix.mul_apply, Fin.sum_univ_two]
   fin_cases i <;> fin_cases j <;>
-    simp [sigmaY, Matrix.mul_apply, Fin.sum_univ_two]
+    simp [sigmaY]
   -- each entry carries a factor `I * I = -1`
   · linear_combination (-A 1 1) * Complex.I_mul_I
```

Diagnosis. All four messages show an unexpanded vector–matrix product, such as `(![0, -Complex.I] ᵥ* A) 1`. With `sigmaY` unfolded in the same `simp` call, the inner product `sigmaY * A` became a product with a literal matrix, which `simp` rewrote row by row using `ᵥ*`. `Matrix.mul_apply` no longer matched it, and `ring` cannot see the entries of `A` inside.

In the second goal the hidden product also conceals a minus sign. `simp` cancelled the visible minus against the one on the right-hand side, leaving an equation for which the coefficient `A 1 0` has the wrong sign; hence the stray `A 1 0 * 2`.

The added `simp only` expands both products into sums while `sigmaY` is still folded. `simp [sigmaY]` then only has to fill in its entries. In the second goal the two minus signs on the left now cancel each other, so the original coefficient is right, and all four `linear_combination` lines work unchanged. Dropping the two lemmas from the later `simp` is mere tidying, as their work is already done.
